# Christoffel weight bound: for a symmetric operator and orthonormal Krylov vectors, spectral weight times Christoffel sum is at most one

**Q:** The claim is this. Let $T$ be a symmetric operator, let $q_j=p_j(T)q$ for $j<m$ be orthonormal vectors made from a starting vector $q$ by polynomials $p_j$, and let $v$ be a unit eigenvector, $Tv=lv$. Then
$$|\langle v,q\rangle|^2\,K\le 1,\qquad K=\sum_{j<m}|p_j(l)|^2 .$$
Before I ask whether the Lean theorem says that, why is it true?

**A:** Because $v$ cannot have a projection longer than itself. Symmetry gives $\langle v,Tx\rangle=\langle Tv,x\rangle=l\langle v,x\rangle$, since $l$ is real. Repeating this $n$ times gives $\langle v,T^nq\rangle=l^n\langle v,q\rangle$, and by linearity
$$\langle v,p(T)q\rangle=p(l)\,\langle v,q\rangle$$
for every polynomial $p$. Now put $c_j=\langle q_j,v\rangle$ and $u=\sum_j c_jq_j$, the projection of $v$ on the Krylov vectors. Then $|c_j|^2=|p_j(l)|^2|\langle v,q\rangle|^2$, so $\sum_j|c_j|^2=|\langle v,q\rangle|^2K$. Orthonormality gives $\|u\|^2=\sum_j|c_j|^2$, and also $\langle v,u\rangle=\sum_jc_j\langle v,q_j\rangle=\sum_j|c_j|^2$. Hence
$$\|v-u\|^2=\|v\|^2-2\,\mathrm{Re}\langle v,u\rangle+\|u\|^2=1-|\langle v,q\rangle|^2K .$$
The left side is not negative, which is the bound.

**Q:** What is that good for?

**A:** In a non-interacting tight-binding model with $q$ a normalised local orbital and $p_0=1$, $|\langle v,q\rangle|^2$ is the weight of the eigenstate $v$ in the local density of states. In exact arithmetic, $m$ recursion steps cap it at $1/K$.

**Q:** Then to the formal version. Which space does it live in?

**A:** `E` is any inner product space over `𝕜`, which is $\mathbb R$ or $\mathbb C$, so real symmetric and Hermitian matrices are both included.

```lean
import Mathlib

open Polynomial ComplexConjugate

namespace ChristoffelWeightBound

noncomputable section

variable {𝕜 E : Type*} [RCLike 𝕜] [NormedAddCommGroup E] [InnerProductSpace 𝕜 E] {m : ℕ}
```

The dimension may be infinite, but `T` has to act on every vector of `E`. An unbounded Hamiltonian with a smaller domain is therefore not covered directly.

**Q:** And the Krylov vectors?

**A:** They are written `filtered T q (p j)`, which is $p_j(T)q$.

```lean
/-- The vector `p(T) q` obtained by applying a polynomial in the operator `T` to the
starting vector `q`. -/
def filtered (T : E →ₗ[𝕜] E) (q : E) (p : 𝕜[X]) : E := (aeval T p) q
```

The sum $K$ is `christoffelSum p l`, with `l` a real number cast into `𝕜` for the evaluation.

```lean
/-- The Christoffel sum: the sum over `j < m` of `|p_j(l)|^2`. -/
def christoffelSum (p : Fin m → 𝕜[X]) (l : ℝ) : ℝ := ∑ j, ‖(p j).eval (l : 𝕜)‖ ^ 2
```

There is also a polynomial built from the same values, $\sum_j\overline{p_j(l)}\,p_j$, which returns below.

```lean
/-- The kernel polynomial at `l`: the sum of the `p_j` weighted by the conjugates of
their values at `l`. -/
def kernelPoly (p : Fin m → 𝕜[X]) (l : ℝ) : 𝕜[X] :=
  ∑ j, (conj ((p j).eval (l : 𝕜))) • p j
```

**Q:** Where does symmetry enter the proof?

**A:** In the overlap formula. `T.IsSymmetric` means $\langle Tx,y\rangle=\langle x,Ty\rangle$, and `inner 𝕜 v q` is $\langle v,q\rangle$, conjugate-linear in the first slot. The inner induction on `n` moves one power of `T` at a time onto the eigenvector, and the outer induction assembles a polynomial from monomials and sums.

```lean
/-- For a symmetric operator `T`, the overlap of an eigenvector with `p(T) q` is its overlap with
`q` multiplied by the value of `p` at the eigenvalue. -/
theorem overlap_filtered {T : E →ₗ[𝕜] E} (hT : T.IsSymmetric) {v : E} {l : ℝ}
    (hv : T v = (l : 𝕜) • v) (q : E) (p : 𝕜[X]) :
    inner 𝕜 v (filtered T q p) = p.eval (l : 𝕜) * inner 𝕜 v q := by
  -- each power of T is moved onto the eigenvector
  have hpow : ∀ n : ℕ, inner 𝕜 v ((T ^ n) q) = (l : 𝕜) ^ n * inner 𝕜 v q := by
    intro n
    induction n with
    | zero => simp
    | succ n ih =>
      rw [pow_succ', Module.End.mul_apply, ← hT, hv, inner_smul_left, ih,
        RCLike.conj_ofReal]
      ring
  induction p using Polynomial.induction_on' with
  | add f g hf hg =>
    simp only [filtered] at hf hg ⊢
    rw [map_add, LinearMap.add_apply, inner_add_right, hf, hg, eval_add]
    ring
  | monomial n a =>
    simp only [filtered, aeval_monomial, Module.End.mul_apply,
      Module.algebraMap_end_apply, inner_smul_right, hpow, eval_monomial]
    ring
```

**Q:** Suppose I drop symmetry but keep everything else.

**A:** The bound fails. Take $T=\begin{pmatrix}0&4\\1&0\end{pmatrix}$, $q=(1,0)$, $p_0=1$ and $p_1=x$. The Krylov vectors $(1,0)$ and $(0,1)$ are orthonormal, and $v=(2,1)/\sqrt5$ is a unit eigenvector with $l=2$. The weight is $4/5$ and $K=1+4=5$, so the product is $4$.

**Q:** And orthonormality?

**A:** It supplies $\|u\|^2=\sum_j|c_j|^2$, which is the next lemma.

```lean
/-- The squared norm of a combination of orthonormal vectors is the sum of the squared
moduli of its coefficients. -/
theorem norm_sq_combination {e : Fin m → E} (he : Orthonormal 𝕜 e) (c : Fin m → 𝕜) :
    ‖∑ j, c j • e j‖ ^ 2 = ∑ j, ‖c j‖ ^ 2 := by
  have h := he.inner_sum c c Finset.univ
  rw [inner_self_eq_norm_sq_to_K] at h
  simp_rw [RCLike.conj_mul] at h
  exact_mod_cast h
```

The expansion of $\|v-u\|^2$ is then an exact identity. In its proof, `hsum` turns the squared overlaps into weight times $K$, `hvw` evaluates $\langle v,u\rangle$, and `norm_sub_sq` expands the square.

```lean
/-- The squared distance from a unit eigenvector of a symmetric operator to its projection on the
orthonormal Krylov vectors is one minus the spectral weight times the Christoffel sum. -/
theorem projection_defect {T : E →ₗ[𝕜] E} (hT : T.IsSymmetric) {q : E}
    {p : Fin m → 𝕜[X]} (hq : Orthonormal 𝕜 (fun j => filtered T q (p j)))
    {v : E} {l : ℝ} (hv : T v = (l : 𝕜) • v) (hv1 : ‖v‖ = 1) :
    ‖v - ∑ j, (inner 𝕜 (filtered T q (p j)) v) • filtered T q (p j)‖ ^ 2
      = 1 - ‖inner 𝕜 v q‖ ^ 2 * christoffelSum p l := by
  -- the squared overlaps with the Krylov vectors sum to the weight times the Christoffel sum
  have hsum : ∑ j, ‖inner 𝕜 (filtered T q (p j)) v‖ ^ 2
      = ‖inner 𝕜 v q‖ ^ 2 * christoffelSum p l := by
    rw [christoffelSum, Finset.mul_sum]
    refine Finset.sum_congr rfl fun j _ => ?_
    rw [norm_inner_symm, overlap_filtered hT hv, norm_mul]
    ring
  have hvw : inner 𝕜 v (∑ j, (inner 𝕜 (filtered T q (p j)) v) • filtered T q (p j))
      = ((∑ j, ‖inner 𝕜 (filtered T q (p j)) v‖ ^ 2 : ℝ) : 𝕜) := by
    rw [inner_sum]
    push_cast
    refine Finset.sum_congr rfl fun j _ => ?_
    rw [inner_smul_right, ← inner_conj_symm v (filtered T q (p j)), RCLike.mul_conj]
  -- expand the square of the difference
  rw [norm_sub_sq (𝕜 := 𝕜), hvw, RCLike.ofReal_re, norm_sq_combination hq, hsum, hv1]
  ring
```

**Q:** So the main theorem only adds that a square is nonnegative?

**A:** Yes.

```lean
/-- Christoffel weight bound: for a symmetric operator and orthonormal Krylov vectors, the spectral
weight of the starting vector on a unit eigenvector, times the Christoffel sum at the eigenvalue, is
at most one. -/
theorem christoffel_weight_bound {T : E →ₗ[𝕜] E} (hT : T.IsSymmetric) {q : E}
    {p : Fin m → 𝕜[X]} (hq : Orthonormal 𝕜 (fun j => filtered T q (p j)))
    {v : E} {l : ℝ} (hv : T v = (l : 𝕜) • v) (hv1 : ‖v‖ = 1) :
    ‖inner 𝕜 v q‖ ^ 2 * christoffelSum p l ≤ 1 := by
  have h := projection_defect hT hq hv hv1
  have h0 := sq_nonneg
    ‖v - ∑ j, (inner 𝕜 (filtered T q (p j)) v) • filtered T q (p j)‖
  linarith
```

**Q:** I see `hq` as a hypothesis. Nobody has run Lanczos here.

**A:** Correct. The orthonormal family is assumed, not constructed, and no three-term recurrence or degree condition is imposed on the $p_j$. For the usual start, set $p_0=1$; `hq` then forces $\|q\|=1$. If rounding destroys the orthogonality of computed vectors, the theorem does not apply to them. The eigenvector is assumed too, so continuous spectrum is not addressed.

**Q:** What happens for very small $m$?

**A:** At $m=0$ the sum is empty and the statement reads $0\le1$. At $m=1$ with $p_0=1$ it is $|\langle v,q\rangle|^2\le1$, the Cauchy–Schwarz inequality for two unit vectors.

**Q:** When is the bound attained?

**A:** Exactly when $v$ lies in the span of the Krylov vectors. If the product is one, the identity gives $v=u$. Conversely, if $v=\sum_jc_jq_j$, orthonormality identifies each $c_j$ with $\langle q_j,v\rangle$, so $v-u=0$ and the product is one.

```lean
/-- The weight bound is an equality exactly when the eigenvector lies in the span of the
Krylov vectors. -/
theorem weight_bound_eq_iff {T : E →ₗ[𝕜] E} (hT : T.IsSymmetric) {q : E}
    {p : Fin m → 𝕜[X]} (hq : Orthonormal 𝕜 (fun j => filtered T q (p j)))
    {v : E} {l : ℝ} (hv : T v = (l : 𝕜) • v) (hv1 : ‖v‖ = 1) :
    ‖inner 𝕜 v q‖ ^ 2 * christoffelSum p l = 1 ↔
      v ∈ Submodule.span 𝕜 (Set.range fun j => filtered T q (p j)) := by
  have h := projection_defect hT hq hv hv1
  rw [Submodule.mem_span_range_iff_exists_fun]
  constructor
  · intro h1
    rw [h1, sub_self] at h
    -- the defect vanishes, so v equals its projection
    have h2 := sub_eq_zero.1 (norm_eq_zero.1 (pow_eq_zero_iff two_ne_zero |>.1 h))
    exact ⟨fun j => inner 𝕜 (filtered T q (p j)) v, h2.symm⟩
  · rintro ⟨c, hc⟩
    have hcoef : ∀ j, inner 𝕜 (filtered T q (p j)) v = c j := by
      intro j
      rw [← hc]
      exact hq.inner_right_fintype c j
    simp_rw [hcoef] at h
    rw [hc, sub_self, norm_zero] at h
    linarith
```

**Q:** The name Christoffel makes me expect a minimisation over polynomial filters.

**A:** The usual Christoffel function is the least value of $\|f(T)q\|^2$ over polynomials $f$ of degree below $m$ with $f(l)=1$. That optimality is not among the theorems. What is there is a bound for each filter $f$, from Cauchy–Schwarz applied to $v$ and $f(T)q$, then squared:

```lean
/-- For a symmetric operator and every polynomial filter `f`, the spectral weight on a unit
eigenvector with eigenvalue `l`, times `|f(l)|^2`, is at most the squared norm of the filtered
starting vector. -/
theorem filter_weight_bound {T : E →ₗ[𝕜] E} (hT : T.IsSymmetric) (q : E) (f : 𝕜[X])
    {v : E} {l : ℝ} (hv : T v = (l : 𝕜) • v) (hv1 : ‖v‖ = 1) :
    ‖inner 𝕜 v q‖ ^ 2 * ‖f.eval (l : 𝕜)‖ ^ 2 ≤ ‖filtered T q f‖ ^ 2 := by
  have h := norm_inner_le_norm (𝕜 := 𝕜) v (filtered T q f)
  rw [overlap_filtered hT hv, norm_mul, hv1, one_mul] at h
  have h2 := pow_le_pow_left₀ (by positivity) h 2
  rw [mul_pow] at h2
  linarith
```

and the evaluation of one particular filter, the kernel polynomial. Its value at $l$ is $K$, and its filtered vector has squared norm $K$.

```lean
/-- The kernel polynomial takes the value of the Christoffel sum at `l`, and, when the Krylov
vectors are orthonormal, the starting vector filtered by it has squared norm equal to the same sum.
-/
theorem kernel_filter (T : E →ₗ[𝕜] E) {q : E} {p : Fin m → 𝕜[X]}
    (hq : Orthonormal 𝕜 (fun j => filtered T q (p j))) (l : ℝ) :
    (kernelPoly p l).eval (l : 𝕜) = (christoffelSum p l : 𝕜) ∧
      ‖filtered T q (kernelPoly p l)‖ ^ 2 = christoffelSum p l := by
  constructor
  · simp only [kernelPoly, christoffelSum, eval_finsetSum, eval_smul, smul_eq_mul,
      RCLike.conj_mul]
    push_cast
    rfl
  · have h : filtered T q (kernelPoly p l)
        = ∑ j, (conj ((p j).eval (l : 𝕜))) • filtered T q (p j) := by
      simp only [filtered, kernelPoly, map_sum, map_smul, LinearMap.sum_apply,
        LinearMap.smul_apply]
    rw [h, norm_sq_combination hq]
    simp only [christoffelSum, RCLike.norm_conj]
```

Inserting it into the filter bound gives $|\langle v,q\rangle|^2K^2\le K$, which for $K>0$ is the Christoffel bound again.

**Q:** Is there any system that meets all the hypotheses at once?

**A:** A two-level one with rational entries does.

```lean
/-- A two-level operator with matrix rows `(-7/25, 24/25)` and `(24/25, 7/25)`. -/
def twoLevel : EuclideanSpace ℝ (Fin 2) →ₗ[ℝ] EuclideanSpace ℝ (Fin 2) where
  toFun x := !₂[-7 / 25 * x 0 + 24 / 25 * x 1, 24 / 25 * x 0 + 7 / 25 * x 1]
  map_add' x y := by ext i; fin_cases i <;> simp <;> ring
  map_smul' c x := by ext i; fin_cases i <;> simp <;> ring
```

Starting from $q=(1,0)$, these polynomials produce the two basis vectors:

```lean
/-- The polynomials `1` and `(25 x + 7) / 24`. -/
def twoLevelPoly : Fin 2 → ℝ[X] := ![1, (25 / 24 : ℝ) • X + (7 / 24 : ℝ) • 1]
```

The last theorem verifies symmetry, orthonormality, the eigenvalue equation, the norm of $v=(3/5,4/5)$ and the overlap $3/5$, each by computation in components.

```lean
/-- The two-level operator, started from the first basis vector, has two orthonormal Krylov
vectors and a unit eigenvector `(3/5, 4/5)` with eigenvalue 1 and overlap `3/5`. -/
theorem christoffel_weight_bound_witness :
    twoLevel.IsSymmetric ∧
      Orthonormal ℝ (fun j => filtered twoLevel !₂[(1 : ℝ), 0] (twoLevelPoly j)) ∧
      twoLevel !₂[(3 / 5 : ℝ), 4 / 5] = (1 : ℝ) • !₂[(3 / 5 : ℝ), 4 / 5] ∧
      ‖!₂[(3 / 5 : ℝ), 4 / 5]‖ = 1 ∧
      inner ℝ !₂[(3 / 5 : ℝ), 4 / 5] !₂[(1 : ℝ), 0] = 3 / 5 := by
  refine ⟨?_, ?_, ?_, ?_, ?_⟩
  · intro x y
    simp [twoLevel, PiLp.inner_apply, Fin.sum_univ_two]
    ring
  · -- the Krylov vectors are the two basis vectors
    have h0 : filtered twoLevel !₂[(1 : ℝ), 0] 1 = !₂[(1 : ℝ), 0] := by
      simp [filtered]
    have h1 : filtered twoLevel !₂[(1 : ℝ), 0] ((25 / 24 : ℝ) • X + (7 / 24 : ℝ) • 1)
        = !₂[(0 : ℝ), 1] := by
      ext i
      fin_cases i <;> simp [filtered, twoLevel]
      norm_num
    have hfam : (fun j => filtered twoLevel !₂[(1 : ℝ), 0] (twoLevelPoly j))
        = ![!₂[(1 : ℝ), 0], !₂[(0 : ℝ), 1]] := by
      funext j
      fin_cases j
      · exact h0
      · exact h1
    rw [hfam, orthonormal_iff_ite]
    intro i j
    fin_cases i <;> fin_cases j <;>
      simp [EuclideanSpace.norm_eq, PiLp.inner_apply, Fin.sum_univ_two]
  · ext i
    fin_cases i <;> simp [twoLevel] <;> norm_num
  · have h : ‖!₂[(3 / 5 : ℝ), 4 / 5]‖ ^ 2 = 1 := by
      rw [← real_inner_self_eq_norm_sq]
      simp only [PiLp.inner_apply, Fin.sum_univ_two]
      norm_num
    exact (sq_eq_sq₀ (norm_nonneg _) zero_le_one).1 (by rw [h, one_pow])
  · simp [PiLp.inner_apply, Fin.sum_univ_two]

end

end ChristoffelWeightBound
```

```lean
#print axioms ChristoffelWeightBound.christoffel_weight_bound
#print axioms ChristoffelWeightBound.weight_bound_eq_iff
#print axioms ChristoffelWeightBound.filter_weight_bound
#print axioms ChristoffelWeightBound.kernel_filter
```

```
'ChristoffelWeightBound.christoffel_weight_bound' depends on axioms: [propext, Classical.choice, Quot.sound]
'ChristoffelWeightBound.weight_bound_eq_iff' depends on axioms: [propext, Classical.choice, Quot.sound]
'ChristoffelWeightBound.filter_weight_bound' depends on axioms: [propext, Classical.choice, Quot.sound]
'ChristoffelWeightBound.kernel_filter' depends on axioms: [propext, Classical.choice, Quot.sound]
```

**Q:** And the numbers?

**A:** At $l=1$ the polynomials take the values $1$ and $4/3$, so $K=25/9$. The weight is $9/25$ and the product is $1$, as it must be when the Krylov vectors span the whole plane. With the first vector alone, $K=1$ and the product is $9/25$.
